# For single-power time-step errors, a fourth-order action beats a second-order one exactly below a crossover target error

Take an imaginary-time path of length 1 cut into slices of length $\tau$, with error $\tau^2$ for a second-order action and $\tau^4$ for a fourth-order action that needs twice the work per slice. A target error of $1/16$ then allows slices of length $1/4$ and $1/2$ and costs 4 units of work either way, while a target of $1/256$ costs 16 units against 8, and a target of 1 costs 1 unit against 2.

```lean
import Mathlib

namespace ActionOrderChoice

noncomputable section

/-- Leading time-step error `a τ ^ p` of an action of order `p`. -/
def stepError (a : ℝ) (p : ℕ) (τ : ℝ) : ℝ := a * τ ^ p

/-- Cost of a path of length `β` cut into slices of length `τ ≠ 0`, with work `c` per slice. -/
def cost (c β τ : ℝ) : ℝ := c * β / τ

/-- The target error `a ^ 2 / (k ^ 4 * b)` built from the error constants `a`, `b` and the
relative work per slice `k`, for nonzero `k` and `b`. -/
def crossover (a b k : ℝ) : ℝ := a ^ 2 / (k ^ 4 * b)

/-- For a positive error constant and nonzero order, every positive target error is met
exactly by one and only one positive time step. -/
theorem existsUnique_matched_step {a ε : ℝ} {p : ℕ} (ha : 0 < a) (hε : 0 < ε) (hp : p ≠ 0) :
    ∃! τ : ℝ, 0 < τ ∧ stepError a p τ = ε := by
  have hroot : ((ε / a) ^ ((p : ℝ)⁻¹)) ^ p = ε / a :=
    Real.rpow_inv_natCast_pow (div_pos hε ha).le hp
  refine ⟨(ε / a) ^ ((p : ℝ)⁻¹), ⟨Real.rpow_pos_of_pos (div_pos hε ha) _, ?_⟩, ?_⟩
  · unfold stepError
    rw [hroot]
    field_simp
  · rintro τ ⟨hτ, h⟩
    unfold stepError at h
    refine (pow_left_inj₀ hτ.le (Real.rpow_pos_of_pos (div_pos hε ha) _).le hp).1 ?_
    rw [hroot, eq_div_iff ha.ne']
    linarith

/-- With positive constants and nonzero order, the step whose error equals the target costs
no more than any other positive step whose error is within the target. -/
theorem matched_step_cheapest {a c β ε τ τ' : ℝ} {p : ℕ} (ha : 0 < a) (hc : 0 < c)
    (hβ : 0 < β) (hp : p ≠ 0) (hτ : 0 < τ) (hτ' : 0 < τ')
    (h : stepError a p τ = ε) (h' : stepError a p τ' ≤ ε) :
    cost c β τ ≤ cost c β τ' := by
  have hle : τ' ≤ τ := by
    by_contra hcon
    have h1 : τ ^ p < τ' ^ p := pow_lt_pow_left₀ (not_le.1 hcon) hτ.le hp
    have h2 := mul_lt_mul_of_pos_left h1 ha
    unfold stepError at h h'
    linarith
  unfold cost
  gcongr

/-- Two actions of orders `0 < p ≤ q`, with positive constants, are run at positive steps
giving the same error `ε`. The order-`q` action, with `k` times the work per slice, is strictly
cheaper iff `ε ^ (q - p) < a ^ q / (k ^ (p * q) * b ^ p)`. -/
theorem higher_order_cheaper_iff {a b k β ε τ τ' : ℝ} {p q : ℕ} (hp : 0 < p) (hpq : p ≤ q)
    (ha : 0 < a) (hb : 0 < b) (hk : 0 < k) (hβ : 0 < β) (hτ : 0 < τ) (hτ' : 0 < τ')
    (h : stepError a p τ = ε) (h' : stepError b q τ' = ε) :
    cost k β τ' < cost 1 β τ ↔ ε ^ (q - p) < a ^ q / (k ^ (p * q) * b ^ p) := by
  unfold stepError at h h'
  have hN : p * q ≠ 0 := (Nat.mul_pos hp (lt_of_lt_of_le hp hpq)).ne'
  -- the cost comparison is a comparison of step lengths
  have hsteps : cost k β τ' < cost 1 β τ ↔ k * τ < τ' := by
    unfold cost
    rw [div_lt_div_iff₀ hτ' hτ]
    constructor
    · intro hlt
      refine lt_of_mul_lt_mul_left (a := β) ?_ hβ.le
      linarith
    · intro hlt
      have := mul_lt_mul_of_pos_left hlt hβ
      linarith
  -- powers of the common error eliminate the steps
  have h1 : ε ^ q = a ^ q * τ ^ (p * q) := by
    rw [← h, mul_pow, ← pow_mul]
  have h2 : ε ^ p = b ^ p * τ' ^ (p * q) := by
    rw [← h', mul_pow, ← pow_mul, mul_comm q p]
  have h3 : ε ^ q = ε ^ (q - p) * ε ^ p := by
    rw [← pow_add, Nat.sub_add_cancel hpq]
  have h4 : a ^ q * τ ^ (p * q) = ε ^ (q - p) * (b ^ p * τ' ^ (p * q)) := by
    rw [← h1, ← h2, h3]
  have key : ε ^ (q - p) * (k ^ (p * q) * b ^ p) * τ' ^ (p * q)
      = a ^ q * (k ^ (p * q) * τ ^ (p * q)) := by
    linear_combination (-(k ^ (p * q))) * h4
  have hA : 0 < a ^ q := pow_pos ha q
  have hT : 0 < τ' ^ (p * q) := pow_pos hτ' _
  have hKB : 0 < k ^ (p * q) * b ^ p := mul_pos (pow_pos hk _) (pow_pos hb _)
  rw [hsteps, ← pow_lt_pow_iff_left₀ (mul_pos hk hτ).le hτ'.le hN, mul_pow,
    lt_div_iff₀ hKB]
  constructor
  · intro hlt
    refine lt_of_mul_lt_mul_right ?_ hT.le
    rw [key]
    exact mul_lt_mul_of_pos_left hlt hA
  · intro hlt
    refine lt_of_mul_lt_mul_left ?_ hA.le
    rw [← key]
    exact mul_lt_mul_of_pos_right hlt hT

/-- With positive constants and positive steps matched to the same error `ε`, the fourth-order
action is strictly cheaper than the second-order one iff `ε` lies below the crossover. -/
theorem fourth_order_cheaper_iff {a b k β ε τ τ' : ℝ} (ha : 0 < a) (hb : 0 < b) (hk : 0 < k)
    (hβ : 0 < β) (hε : 0 < ε) (hτ : 0 < τ) (hτ' : 0 < τ')
    (h : stepError a 2 τ = ε) (h' : stepError b 4 τ' = ε) :
    cost k β τ' < cost 1 β τ ↔ ε < crossover a b k := by
  have hx : 0 < crossover a b k := by
    unfold crossover
    positivity
  have hsq : a ^ 4 / (k ^ (2 * 4) * b ^ 2) = crossover a b k ^ 2 := by
    unfold crossover
    rw [div_pow]
    congr 1 <;> ring
  rw [higher_order_cheaper_iff (by norm_num) (by norm_num) ha hb hk hβ hτ hτ' h h', hsq]
  exact pow_lt_pow_iff_left₀ hε.le hx.le (by norm_num)

/-- For positive constants and target `ε`, some fourth-order step within the target error is
strictly cheaper than every second-order step within it iff `ε < a ^ 2 / (k ^ 4 * b)`. -/
theorem fourth_order_wins_iff {a b k β ε : ℝ} (ha : 0 < a) (hb : 0 < b) (hk : 0 < k)
    (hβ : 0 < β) (hε : 0 < ε) :
    (∃ τ' : ℝ, 0 < τ' ∧ stepError b 4 τ' ≤ ε ∧
      ∀ τ : ℝ, 0 < τ → stepError a 2 τ ≤ ε → cost k β τ' < cost 1 β τ) ↔
    ε < a ^ 2 / (k ^ 4 * b) := by
  obtain ⟨t, ⟨ht, hte⟩, _⟩ := existsUnique_matched_step (p := 2) ha hε (by norm_num)
  obtain ⟨s, ⟨hs, hse⟩, _⟩ := existsUnique_matched_step (p := 4) hb hε (by norm_num)
  have hmain := fourth_order_cheaper_iff ha hb hk hβ hε ht hs hte hse
  unfold crossover at hmain
  rw [← hmain]
  constructor
  · rintro ⟨τ', hτ', herr, hall⟩
    exact lt_of_le_of_lt (matched_step_cheapest hb hk hβ (by norm_num) hs hτ' hse herr)
      (hall t ht hte.le)
  · intro hlt
    refine ⟨s, hs, hse.le, fun τ hτ herr => ?_⟩
    exact lt_of_lt_of_le hlt
      (matched_step_cheapest ha one_pos hβ (by norm_num) ht hτ hte herr)

/-- With `a`, `k`, `β` positive and positive steps matched to the same error `ε`, the fourth power
of the fourth-order to second-order cost ratio is `ε` divided by the crossover. -/
theorem cost_ratio_pow_four {a b k β ε τ τ' : ℝ} (ha : 0 < a) (hk : 0 < k)
    (hβ : 0 < β) (hτ : 0 < τ) (hτ' : 0 < τ')
    (h : stepError a 2 τ = ε) (h' : stepError b 4 τ' = ε) :
    (cost k β τ' / cost 1 β τ) ^ 4 = ε / crossover a b k := by
  unfold stepError at h h'
  have hr : cost k β τ' / cost 1 β τ = k * τ / τ' := by
    unfold cost
    field_simp
  have hx : ε / crossover a b k = ε * (k ^ 4 * b) / a ^ 2 := by
    unfold crossover
    rw [div_div_eq_mul_div]
  rw [hr, hx, div_pow, div_eq_div_iff (pow_pos hτ' 4).ne' (pow_pos ha 2).ne']
  -- both sides equal `k ^ 4 * ε ^ 2`
  linear_combination k ^ 4 * (a * τ ^ 2 + ε) * h - k ^ 4 * ε * h'

/-- With positive constants and positive steps matched to the same error `ε`, the second-order
action is strictly cheaper than the fourth-order one iff `ε` lies above the crossover. -/
theorem second_order_cheaper_iff {a b k β ε τ τ' : ℝ} (ha : 0 < a) (hb : 0 < b) (hk : 0 < k)
    (hβ : 0 < β) (hτ : 0 < τ) (hτ' : 0 < τ')
    (h : stepError a 2 τ = ε) (h' : stepError b 4 τ' = ε) :
    cost 1 β τ < cost k β τ' ↔ crossover a b k < ε := by
  have hc : 0 < cost 1 β τ := by
    unfold cost
    positivity
  have hc' : 0 < cost k β τ' := by
    unfold cost
    positivity
  have hx : 0 < crossover a b k := by
    unfold crossover
    positivity
  rw [← one_lt_div hc, ← one_lt_div hx, ← cost_ratio_pow_four ha hk hβ hτ hτ' h h']
  have hpow := pow_lt_pow_iff_left₀ (zero_le_one' ℝ) (div_pos hc' hc).le
    (show (4 : ℕ) ≠ 0 by norm_num)
  rw [one_pow] at hpow
  exact hpow.symm

end

end ActionOrderChoice
```

```lean
#print axioms ActionOrderChoice.fourth_order_cheaper_iff
-- 'ActionOrderChoice.fourth_order_cheaper_iff' depends on axioms: [propext, Classical.choice, Quot.sound]
#print axioms ActionOrderChoice.fourth_order_wins_iff
-- 'ActionOrderChoice.fourth_order_wins_iff' depends on axioms: [propext, Classical.choice, Quot.sound]
#print axioms ActionOrderChoice.second_order_cheaper_iff
-- 'ActionOrderChoice.second_order_cheaper_iff' depends on axioms: [propext, Classical.choice, Quot.sound]
```

## Which action reaches a given error with less work

A path-integral simulation has a systematic error because the path is cut into slices of finite length. For a small enough target error a higher-order action tolerates longer slices, but it typically does more work on each. The problem is to decide which action reaches a prescribed error $\varepsilon>0$ more cheaply.

Let $\beta>0$ be the length of the path in imaginary time. The second-order action has error $a\tau^2$ at step $\tau$ and cost $\beta/\tau$. The fourth-order action has error $b\tau'^4$ at step $\tau'$ and cost $k\beta/\tau'$. The constants $a$, $b$ and $k$ are positive. The theorem `fourth_order_wins_iff` says that these two statements are equivalent:

- there is a positive fourth-order step $\tau'$ with error at most $\varepsilon$ whose cost is strictly below that of every positive second-order step with error at most $\varepsilon$;
- $\varepsilon<\varepsilon_*$, where $\varepsilon_*=a^2/(k^4b)$.

Each action is thus free to use its best step. The companion theorems `fourth_order_cheaper_iff` and `second_order_cheaper_iff` compare the two actions at steps where both errors equal $\varepsilon$. The fourth-order action is strictly cheaper for $\varepsilon<\varepsilon_*$ and the second-order one for $\varepsilon>\varepsilon_*$, so at $\varepsilon=\varepsilon_*$ the costs agree.

The result bears on the choice between the primitive action and a fourth-order factorisation in finite-temperature path-integral Monte Carlo, as long as each time-step error is a single power of the step.

## The physics in the definitions

`stepError a p τ` is $a\tau^p$. The order $p$ refers to the error of the final result at fixed $\beta$, not to that of one short-time propagator, which is often one power of $\tau$ higher. The constants $a$ and $b$ stand for the sizes of the leading error coefficients. They depend on the system, the observable and the temperature, and they are inputs here.

`cost c β τ` is $c\beta/\tau$, the number of slices times the work per slice. The unit of work is one second-order slice, so the primitive action appears as `cost 1 β τ` and the fourth-order action as `cost k β τ'`. The factor $k$ represents the extra work of a fourth-order slice, such as additional potential evaluations or forces. Nothing requires $k>1$.

`crossover a b k` is $\varepsilon_*$. Since $a$ has units of error per time squared and $b$ of error per time to the fourth power, $a^2/b$ is an error, as it should be.

Two idealisations enter through these definitions. The step is any positive real number, whereas a simulation has a whole number of slices. Close to the crossover, rounding can reverse the preference: in the opening example, a target just below $1/16$ requires 5 second-order slices, costing 5 units, or 3 fourth-order slices, costing 6. The cost also counts work per path, and takes no account of how many paths each action needs for a given statistical error.

The model also assumes that the leading power describes the actual error at the steps being compared. This matters most for loose targets, where the steps are long and higher powers of $\tau$ may contribute.

## The derivation from matched steps

For either action the error grows with the step and the cost falls. The cheapest admissible step is therefore the longest one, whose error equals the target:

$$
\tau=\left(\frac{\varepsilon}{a}\right)^{1/2},\qquad
\tau'=\left(\frac{\varepsilon}{b}\right)^{1/4}.
$$

The corresponding minimum costs are

$$
C_2=\beta\left(\frac{a}{\varepsilon}\right)^{1/2},\qquad
C_4=k\beta\left(\frac{b}{\varepsilon}\right)^{1/4}.
$$

Their ratio is $C_4/C_2=k\,b^{1/4}\varepsilon^{1/4}/a^{1/2}$, and its fourth power is

$$
\left(\frac{C_4}{C_2}\right)^4=\frac{k^4b\,\varepsilon}{a^2}=\frac{\varepsilon}{\varepsilon_*}.
$$

A positive number is below 1 exactly when its fourth power is, so $C_4<C_2$ if and only if $\varepsilon<\varepsilon_*$. The fourth root also makes the gain slow: a target 16 times smaller than $\varepsilon_*$ only halves the cost relative to the second-order action.

The same comparison works for orders $0<p\le q$. Let $a\tau^p=b\tau'^q=\varepsilon$. The order-$q$ action is cheaper when $k\beta/\tau'<\beta/\tau$, that is, when $k\tau<\tau'$. Raising both positive sides to the power $pq$ gives

$$
k^{pq}\tau^{pq}<\tau'^{pq}.
$$

The matched errors give $\varepsilon^q=a^q\tau^{pq}$ and $\varepsilon^p=b^p\tau'^{pq}$. Substituting for the steps and dividing by $\varepsilon^p$ yields

$$
\frac{k^{pq}\varepsilon^q}{a^q}<\frac{\varepsilon^p}{b^p}
\quad\Longleftrightarrow\quad
\varepsilon^{q-p}<\frac{a^q}{k^{pq}b^p}.
$$

For $p=2$ and $q=4$ this reads $\varepsilon^2<a^4/(k^8b^2)=\varepsilon_*^2$, and taking positive square roots returns the threshold.

In the limiting case $p=q$ the left side is $\varepsilon^0=1$, and the condition becomes $k^pb<a$. The target has dropped out: two actions of equal order have no crossover in $\varepsilon$, and the constants alone decide.

## Two targets on either side of the crossover

Take $a=1/4$, $b=1$, $k=3$ and $\beta=2$ in consistent units. Then $\varepsilon_*=(1/16)/81=1/1296\approx7.7\times10^{-4}$.

For $\varepsilon=10^{-4}$ the matched steps are $\tau=0.02$ and $\tau'=0.1$. The second-order path has 100 slices and costs 100 units. The fourth-order path has 20 slices and costs 60, so it is cheaper. The ratio is $0.6$, and $0.6^4=0.1296=\varepsilon/\varepsilon_*$.

For $\varepsilon=1.6\times10^{-3}$ the steps are $\tau=0.08$ and $\tau'=0.2$. The paths have 25 and 10 slices and cost 25 and 30 units, so the primitive action is cheaper.

## How Lean carries out the comparison

`existsUnique_matched_step` supplies the step whose error equals the target. It takes the real power $(\varepsilon/a)^{1/p}$ and checks that its $p$th power is $\varepsilon/a$. Uniqueness holds because two nonnegative numbers with equal $p$th powers are equal when $p\ne0$.

`matched_step_cheapest` proves that this step is optimal. If an admissible step $\tau'$ were longer than the matched step $\tau$ of the same action, its error would exceed the target, a contradiction. Hence $\tau'\le\tau$, and `gcongr` turns this into the inequality between costs.

`higher_order_cheaper_iff` follows the general derivation, with the divisions replaced by multiplications. Its intermediate result `hsteps` reduces the cost comparison to $k\tau<\tau'$. The equations `h1` and `h2` are the powers of the common error, and `h3` splits $\varepsilon^q$ into $\varepsilon^{q-p}\varepsilon^p$. They combine in `key`:

$$
\varepsilon^{q-p}\,k^{pq}b^p\,\tau'^{pq}=a^q\,k^{pq}\tau^{pq}.
$$

After both sides of $k\tau<\tau'$ are raised to the power $pq$, this identity and the cancellation of positive factors give the two directions of the equivalence.

`fourth_order_cheaper_iff` sets $p=2$ and $q=4$, recognises the right-hand side as $\varepsilon_*^2$ in `hsq`, and removes the squares using positivity.

In `fourth_order_wins_iff` the matched second- and fourth-order steps are called `t` and `s`. Suppose first that some admissible fourth-order step beats every admissible second-order step. It then beats `t`, and `s` costs no more than it does, so `s` beats `t`. Conversely, if `s` beats `t`, it beats every admissible second-order step, because none of them costs less than `t`. The comparison of `s` with `t` is the matched-error result already proved.

`cost_ratio_pow_four` is the identity for $(C_4/C_2)^4$. It first simplifies the cost ratio to $k\tau/\tau'$. Once the denominators are cleared, both sides equal $k^4\varepsilon^2$, which `linear_combination` obtains from the two error equations. `second_order_cheaper_iff` then rewrites each strict inequality as a ratio greater than 1 and uses the fact that a nonnegative number exceeds 1 exactly when its fourth power does.
